# The classical thermal average of a quadratic observable in a harmonic well

For one classical coordinate Q with energy kQ²/2, the theorem `thermalAvg_quadratic` states that the Boltzmann average of a + bQ + cQ² is a + c/(βk). Both β and the force constant k are assumed positive, and the average is normalised by dividing by the partition integral. The proof subtracts the claimed mean from the observable and shows that what remains, times the Boltzmann weight, is the derivative of an integrable function. Its integral over the whole line is therefore zero, which leaves only the mean.

This version doesn't compile in Lean 4 with Mathlib:

```lean
import Mathlib

open MeasureTheory

namespace ThermalAvgQuadratic

noncomputable section

/-- Harmonic ground-state energy surface with force constant `k`. -/
def ground (k Q : ℝ) : ℝ := k * Q ^ 2 / 2

/-- Boltzmann average of the observable `f` on the energy surface `V`, meant for surfaces whose
partition integral is finite and nonzero and for observables integrable against the weight. -/
def thermalAvg (β : ℝ) (V f : ℝ → ℝ) : ℝ :=
  (∫ Q, f Q * Real.exp (-β * V Q)) / ∫ Q, Real.exp (-β * V Q)

variable {β k : ℝ}

/-- For `β, k > 0`, every quadratic observable is integrable against the Boltzmann weight
of the ground surface. -/
theorem integrable_quadratic (hβ : 0 < β) (hk : 0 < k) (a b c : ℝ) :
    Integrable (fun Q : ℝ => (a + b * Q + c * Q ^ 2) * Real.exp (-β * ground k Q)) := by
  have ha : 0 < β * k / 2 := by positivity
  have h0 := integrable_exp_neg_mul_sq ha
  have h1 := integrable_mul_exp_neg_mul_sq ha
  have h2 : Integrable (fun Q : ℝ => Q ^ 2 * Real.exp (-(β * k / 2) * Q ^ 2)) := by
    simpa only [Real.rpow_two] using
      integrable_rpow_mul_exp_neg_mul_sq ha (s := 2) (by norm_num)
  have hw : ∀ Q : ℝ, -β * ground k Q = -(β * k / 2) * Q ^ 2 := by
    intro Q
    unfold ground
    ring
  refine (((h0.const_mul a).add (h1.const_mul b)).add (h2.const_mul c)).congr
    (Filter.Eventually.of_forall fun Q => ?_)
  simp only [Pi.add_apply, hw]
  ring

/-- For `β, k > 0`, the partition integral of the ground surface is positive. -/
theorem partition_pos (hβ : 0 < β) (hk : 0 < k) :
    0 < ∫ Q : ℝ, Real.exp (-β * ground k Q) := by
  have hw : ∀ Q : ℝ, -β * ground k Q = -(β * k / 2) * Q ^ 2 := by
    intro Q
    unfold ground
    ring
  simp only [hw]
  rw [integral_gaussian]
  positivity

/-- For `β, k > 0`, the ground-state thermal average of `a + b Q + c Q²` is `a + c / (β k)`. -/
theorem thermalAvg_quadratic (hβ : 0 < β) (hk : 0 < k) (a b c : ℝ) :
    thermalAvg β (ground k) (fun Q => a + b * Q + c * Q ^ 2) = a + c / (β * k) := by
  have hne : β * k ≠ 0 := by positivity
  have hb : b / (β * k) * (β * k) = b := div_mul_cancel₀ _ hne
  have hc : c / (β * k) * (β * k) = c := div_mul_cancel₀ _ hne
  -- The centred observable times the weight is a total derivative.
  have hd : ∀ Q : ℝ, HasDerivAt
      (fun Q : ℝ => (-(b / (β * k)) + -(c / (β * k)) * Q + 0 * Q ^ 2)
        * Real.exp (-β * ground k Q))
      ((-(c / (β * k)) + b * Q + c * Q ^ 2) * Real.exp (-β * ground k Q)) Q := by
    intro Q
    have hg : HasDerivAt (ground k) (k * Q) Q := by
      have h := ((hasDerivAt_id' Q).fun_mul (hasDerivAt_id' Q)).const_mul (k / 2)
      convert h using 1
      · funext x
        simp only [ground]
        ring
      · ring
    have hw := (hg.const_mul (-β)).exp
    have hp : HasDerivAt (fun Q : ℝ => -(b / (β * k)) + -(c / (β * k)) * Q + 0 * Q ^ 2)
        (-(c / (β * k))) Q := by
      have h := ((hasDerivAt_id' Q).const_mul (-(c / (β * k)))).const_add (-(b / (β * k)))
      convert h using 1
      · funext x
        ring
      · ring
    refine (hp.fun_mul hw).congr_deriv ?_
    linear_combination Real.exp (-β * ground k Q) * Q * hb
      + Real.exp (-β * ground k Q) * Q ^ 2 * hc
  have hI := integrable_quadratic hβ hk (-(c / (β * k))) b c
  have hz := integral_eq_zero_of_hasDerivAt_of_integrable hd hI
    (integrable_quadratic hβ hk _ _ _)
  have h0 : Integrable (fun Q : ℝ => Real.exp (-β * ground k Q)) := by
    simpa using integrable_quadratic hβ hk 1 0 0
  have hsplit : ∫ Q : ℝ, (a + b * Q + c * Q ^ 2) * Real.exp (-β * ground k Q)
      = ∫ Q : ℝ, ((-(c / (β * k)) + b * Q + c * Q ^ 2) * Real.exp (-β * ground k Q)
        + (a + c / (β * k)) * Real.exp (-β * ground k Q)) := by
    congr 1
    funext Q
    ring
  simp only [thermalAvg]
  rw [div_eq_iff (partition_pos hβ hk).ne', hsplit,
    integral_add hI (h0.const_mul _), hz, integral_const_mul, zero_add]

end

end ThermalAvgQuadratic
```

Lean reports:

```
Main.lean:64:8: error: Tactic `apply` failed: could not unify the conclusion of `@funext`
  ?f = ?g
with the goal
  Real.instAddCommGroup = Real.normedCommRing.toAddCommGroup

Note: The full type of `@funext` is
  ∀ {α : Sort ?u.189} {β : α → Sort ?u.188} {f g : (x : α) → β x}, (∀ (x : α), f x = g x) → f = g

case e'_4
β k : ℝ
hβ : 0 < β
hk : 0 < k
a b c : ℝ
hne : β * k ≠ 0
hb : b / (β * k) * (β * k) = b
hc : c / (β * k) * (β * k) = c
Q : ℝ
h : HasDerivAt (fun y => k / 2 * (y * y)) (k / 2 * (1 * Q + Q * 1)) Q
⊢ Real.instAddCommGroup = Real.normedCommRing.toAddCommGroup
Main.lean:67:8: error: `ring_nf` made no progress on the goal
Main.lean:61:49: error: unsolved goals
case e'_8
β k : ℝ
hβ : 0 < β
hk : 0 < k
a b c : ℝ
hne : β * k ≠ 0
hb : b / (β * k) * (β * k) = b
hc : c / (β * k) * (β * k) = c
Q : ℝ
h : HasDerivAt (fun y => k / 2 * (y * y)) (k / 2 * (1 * Q + Q * 1)) Q
⊢ ground k = fun y => k / 2 * (y * y)

case e'_9
β k : ℝ
hβ : 0 < β
hk : 0 < k
a b c : ℝ
hne : β * k ≠ 0
hb : b / (β * k) * (β * k) = b
hc : c / (β * k) * (β * k) = c
Q : ℝ
h : HasDerivAt (fun y => k / 2 * (y * y)) (k / 2 * (1 * Q + Q * 1)) Q
⊢ k * Q = k / 2 * (1 * Q + Q * 1)
Main.lean:73:8: error: Tactic `apply` failed: could not unify the conclusion of `@funext`
  ?f = ?g
with the goal
  Real.instAddCommGroup = Real.normedAddCommGroup.toAddCommGroup

Note: The full type of `@funext` is
  ∀ {α : Sort ?u.266} {β : α → Sort ?u.265} {f g : (x : α) → β x}, (∀ (x : α), f x = g x) → f = g

case e'_4
β k : ℝ
hβ : 0 < β
hk : 0 < k
a b c : ℝ
hne : β * k ≠ 0
hb : b / (β * k) * (β * k) = b
hc : c / (β * k) * (β * k) = c
Q : ℝ
hg : HasDerivAt (ground k) (k * Q) Q
hw : HasDerivAt (fun x => Real.exp (-β * ground k x)) (Real.exp (-β * ground k Q) * (-β * (k * Q))) Q
h : HasDerivAt (fun x => -(b / (β * k)) + -(c / (β * k)) * x) (-(c / (β * k)) * 1) Q
⊢ Real.instAddCommGroup = Real.normedAddCommGroup.toAddCommGroup
Main.lean:75:8: error: `ring_nf` made no progress on the goal
Main.lean:70:30: error: unsolved goals
case e'_8
β k : ℝ
hβ : 0 < β
hk : 0 < k
a b c : ℝ
hne : β * k ≠ 0
hb : b / (β * k) * (β * k) = b
hc : c / (β * k) * (β * k) = c
Q : ℝ
hg : HasDerivAt (ground k) (k * Q) Q
hw : HasDerivAt (fun x => Real.exp (-β * ground k x)) (Real.exp (-β * ground k Q) * (-β * (k * Q))) Q
h : HasDerivAt (fun x => -(b / (β * k)) + -(c / (β * k)) * x) (-(c / (β * k)) * 1) Q
⊢ (fun Q => -(b / (β * k)) + -(c / (β * k)) * Q + 0 * Q ^ 2) = fun x => -(b / (β * k)) + -(c / (β * k)) * x

case e'_9
β k : ℝ
hβ : 0 < β
hk : 0 < k
a b c : ℝ
hne : β * k ≠ 0
hb : b / (β * k) * (β * k) = b
hc : c / (β * k) * (β * k) = c
Q : ℝ
hg : HasDerivAt (ground k) (k * Q) Q
hw : HasDerivAt (fun x => Real.exp (-β * ground k x)) (Real.exp (-β * ground k Q) * (-β * (k * Q))) Q
h : HasDerivAt (fun x => -(b / (β * k)) + -(c / (β * k)) * x) (-(c / (β * k)) * 1) Q
⊢ -(c / (β * k)) = -(c / (β * k)) * 1
```

Cause. Both failures come from `convert h using 1`, in the proofs of `hg` and `hp`. Each proof expects two goals, an equality of functions and then one of derivative values. But `convert` also compared the implicit arguments of `HasDerivAt`, and the first goal it left asks that two instances of the additive group structure on ℝ be equal. `funext` cannot apply there, since the goal is not an equality of functions. The second bullet's `ring` also met a goal it was not meant for, and made no progress. The two intended goals, `e'_8` and `e'_9`, were left unsolved.

The repair proves the equality of functions separately as `e` and rewrites with it. `h.congr_deriv` then adjusts the derivative value, and `exact` accepts the result because the instances agree by definition, so they never become goals. Using `unfold ground` for `simp only [ground]`, and `mul_one _` for `ring` in `hp`, is mere tidying.

Lean accepts the file once it reads:

```diff
@@ -61,17 +61,20 @@
     have hg : HasDerivAt (ground k) (k * Q) Q := by
       have h := ((hasDerivAt_id' Q).fun_mul (hasDerivAt_id' Q)).const_mul (k / 2)
-      convert h using 1
-      · funext x
-        simp only [ground]
+      have e : ground k = fun y => k / 2 * (y * y) := by
+        funext y
+        unfold ground
         ring
-      · ring
+      rw [e]
+      exact h.congr_deriv (by ring)
     have hw := (hg.const_mul (-β)).exp
     have hp : HasDerivAt (fun Q : ℝ => -(b / (β * k)) + -(c / (β * k)) * Q + 0 * Q ^ 2)
         (-(c / (β * k))) Q := by
       have h := ((hasDerivAt_id' Q).const_mul (-(c / (β * k)))).const_add (-(b / (β * k)))
-      convert h using 1
-      · funext x
+      have e : (fun Q : ℝ => -(b / (β * k)) + -(c / (β * k)) * Q + 0 * Q ^ 2)
+          = fun Q => -(b / (β * k)) + -(c / (β * k)) * Q := by
+        funext y
         ring
-      · ring
+      rw [e]
+      exact h.congr_deriv (mul_one _)
     refine (hp.fun_mul hw).congr_deriv ?_
     linear_combination Real.exp (-β * ground k Q) * Q * hb
```
